# Eilenberger transport with a continuous matrix M preserves g² = 1 and the trace of g

The quasiclassical propagator is treated here as a function \(g(x)\) of one real coordinate along a straight trajectory, with values in the complex \(n\times n\) matrices. The matrix \(M(x)\), which holds the frequency, the gap and any self-energies divided by the velocity, is a prescribed function. Transport means that

\[
g'(x) = M(x)\,g(x) - g(x)\,M(x)
\]

at every real \(x\). Neither \(M\) nor \(g\) has to be Hermitian.

## Normalisation as a consequence of uniqueness

The transport equation is linear and homogeneous, so it does not fix the scale of \(g\). The condition \(g^2=1\) does, up to a sign, and it is compatible with the equation in the following sense: if \(M\) is continuous and \(g(x_0)^2=1\) at one point \(x_0\), then \(g(x)^2=1\) for all \(x\), and \(\operatorname{tr} g\) is constant.

**Products.** If \(g\) and \(h\) are both transported by \(M\), then

\[
(gh)' = (Mg-gM)h + g(Mh-hM) = M(gh)-(gh)M ,
\]

so \(gh\) is transported as well. In particular \(g^2\) is a solution. The constant matrix \(1\) is another, because \(M1-1M=0\).

**Uniqueness.** Let \(D\) be the difference of two solutions that agree at \(a\). By linearity \(D'=MD-DM\), and \(D(a)=0\). For \(b\ge a\), continuity gives a bound \(\|M(x)\|\le C\) on \([a,b]\), hence \(\|D'\|\le 2C\|D\|\) there. Grönwall's inequality yields

\[
\|D(b)\|\le \|D(a)\|\,e^{2C(b-a)} = 0 .
\]

For points to the left of \(a\), set \(\tilde D(y)=D(-y)\). Then

\[
\tilde D'(y) = -\big(M(-y)\tilde D(y)-\tilde D(y)M(-y)\big),
\]

which is transport by the continuous function \(-M(-y)\), and the same estimate applies.

**Conclusion.** The solutions \(g^2\) and \(1\) agree at \(x_0\), so they agree everywhere. For the trace, \((\operatorname{tr} g)'=\operatorname{tr}(Mg)-\operatorname{tr}(gM)=0\).

In a numerical integration along a trajectory with a continuous, finite-dimensional \(M\) and a normalised starting value, any drift of \(g^2\) away from \(1\) is therefore numerical error.

## Transport in a normed algebra

The general lemmas are stated for a real normed algebra `A`, real because \(x\) is real. For matrices, the local instances select the operator norm that belongs to the maximum norm on vectors.

In Lean 4 with Mathlib:

```lean
import Mathlib

open ComplexConjugate

namespace EilenbergerNormalisation

noncomputable section

attribute [local instance] Matrix.linftyOpNormedRing Matrix.linftyOpNormedAlgebra

variable {A : Type*} [NormedRing A] [NormedAlgebra ℝ A]
```

The predicate `IsTransported M g` says that \(g\) is differentiable at every \(x\), with the commutator as its derivative.

```lean
/-- The Eilenberger transport equation `g' = M g - g M` along a straight trajectory. -/
def IsTransported (M g : ℝ → A) : Prop :=
  ∀ x, HasDerivAt g (M x * g x - g x * M x) x
```

The product rule gives the first closure property. `noncomm_ring` cancels the two middle terms \(gMh\) without commuting any factors.

```lean
/-- The pointwise product of two solutions of the transport equation is again a solution. -/
theorem IsTransported.mul {M g h : ℝ → A} (hg : IsTransported M g)
    (hh : IsTransported M h) : IsTransported M (fun x => g x * h x) := by
  intro x
  refine ((hg x).fun_mul (hh x)).congr_deriv ?_
  noncomm_ring
```

The next lemma is the Grönwall step. Compactness of \([a,b]\) supplies `C`, and `hbound` is the estimate \(\|MD-DM\|\le 2C\|D\|\). With zero initial value and no inhomogeneous term, the Grönwall bound is zero.

```lean
/-- For continuous `M`, a solution that vanishes at `a` vanishes at every later point of the
trajectory. -/
theorem eq_zero_forward {M D : ℝ → A} (hM : Continuous M) (hD : IsTransported M D)
    {a b : ℝ} (hab : a ≤ b) (ha : D a = 0) : D b = 0 := by
  -- M is bounded on the compact segment between a and b
  obtain ⟨C, hC⟩ := (isCompact_Icc (a := a) (b := b)).exists_bound_of_continuousOn
    hM.continuousOn
  have hcont : ContinuousOn D (Set.Icc a b) :=
    fun x _ => (hD x).continuousAt.continuousWithinAt
  have hbound : ∀ x ∈ Set.Ico a b,
      ‖M x * D x - D x * M x‖ ≤ (2 * C) * ‖D x‖ + 0 := by
    intro x hx
    have h1 := norm_sub_le (M x * D x) (D x * M x)
    have h2 := norm_mul_le (M x) (D x)
    have h3 := norm_mul_le (D x) (M x)
    have h4 := mul_le_mul_of_nonneg_right (hC x ⟨hx.1, hx.2.le⟩) (norm_nonneg (D x))
    linarith
  -- Grönwall's inequality with zero initial value
  have h := norm_le_gronwallBound_of_norm_deriv_right_le (δ := 0) hcont
    (fun x _ => (hD x).hasDerivWithinAt) (by simp [ha]) hbound b ⟨hab, le_refl b⟩
  rw [gronwallBound_ε0_δ0] at h
  exact norm_le_zero_iff.mp h
```

Uniqueness applies this lemma to the difference of two solutions. The case \(x\le x_0\) uses the reflected functions, and the chain rule produces the minus sign in `-M (-y)`.

```lean
/-- For continuous `M`, two solutions that agree at one point agree on the whole trajectory. -/
theorem transport_unique {M g h : ℝ → A} (hM : Continuous M) (hg : IsTransported M g)
    (hh : IsTransported M h) {x₀ : ℝ} (h0 : g x₀ = h x₀) (x : ℝ) : g x = h x := by
  have hD : IsTransported M (fun y => g y - h y) := by
    intro y
    refine ((hg y).fun_sub (hh y)).congr_deriv ?_
    noncomm_ring
  rcases le_total x₀ x with hx | hx
  · exact sub_eq_zero.mp (eq_zero_forward hM hD hx (sub_eq_zero.mpr h0))
  · -- to the left of x₀, run the trajectory backwards
    have hR : IsTransported (fun y => -M (-y)) (fun y => g (-y) - h (-y)) := by
      intro y
      refine ((hD (-y)).scomp y (hasDerivAt_neg y)).congr_deriv ?_
      rw [neg_one_smul]
      noncomm_ring
    have h1 := eq_zero_forward (hM.comp continuous_neg).neg hR (neg_le_neg hx)
      (by simp [h0])
    simpa [sub_eq_zero] using h1
```

## The theorem for complex matrices

The index type `n` is any finite type, so the theorem covers Nambu space, spin and further discrete labels, but not propagators with a continuous internal variable such as a time convolution. The hypothesis `h0` is only the normalisation at one point \(x_0\); the boundary conditions that select a particular solution in a physical problem are not part of the theorem. \(M\) may come from a self-consistent calculation, as long as the resulting function is continuous.

The first half of the proof compares \(g^2\) with \(1\) through `transport_unique`. The second half differentiates the trace as a continuous linear map and uses its cyclicity; it needs neither `hM` nor `h0`.

```lean
/-- Eilenberger transport with continuous `M` preserves the normalisation `g² = 1` of a complex
matrix propagator, and the trace of the propagator is the same at all points. -/
theorem eilenberger_normalisation {n : Type*} [Fintype n] [DecidableEq n]
    {M g : ℝ → Matrix n n ℂ} (hM : Continuous M) (hg : IsTransported M g)
    {x₀ : ℝ} (h0 : g x₀ ^ 2 = 1) :
    (∀ x, g x ^ 2 = 1) ∧ ∀ x y, (g x).trace = (g y).trace := by
  constructor
  · intro x
    -- both g² and the constant 1 solve the transport equation
    have hone : IsTransported M (fun _ => (1 : Matrix n n ℂ)) := by
      intro y
      exact (hasDerivAt_const y (1 : Matrix n n ℂ)).congr_deriv (by simp)
    rw [pow_two] at h0 ⊢
    exact transport_unique hM (hg.mul hg) hone h0 x
  · -- the trace of a commutator vanishes
    have ht : ∀ x, HasDerivAt (fun y => (g y).trace) 0 x := by
      intro x
      let L := (Matrix.traceLinearMap n ℝ ℂ).toContinuousLinearMap
      have h := L.hasFDerivAt.comp_hasDerivAt x (hg x)
      refine h.congr_deriv ?_
      change Matrix.trace (M x * g x - g x * M x) = 0
      rw [Matrix.trace_sub, Matrix.trace_mul_comm, sub_self]
    exact is_const_of_deriv_eq_zero (fun x => (ht x).differentiableAt)
      (fun x => (ht x).deriv)
```

A concrete solution shows that the hypotheses admit a propagator that varies in space. For \(M=\tau_3=\operatorname{diag}(1,-1)\) it is

\[
g(x)=\begin{pmatrix}0&e^{2x}\\ e^{-2x}&0\end{pmatrix},
\]

which is not Hermitian for \(x\neq0\). It is unbounded, so it serves as an algebraic example and not as a bulk propagator.

```lean
/-- The propagator with off-diagonal entries `exp (2x)` and `exp (-2x)` is transported by the
constant matrix `τ₃ = diag(1, -1)` and is normalised at `x = 0`. -/
theorem eilenberger_normalisation_witness :
    IsTransported (fun _ => (!![1, 0; 0, -1] : Matrix (Fin 2) (Fin 2) ℂ))
      (fun x => Real.exp (2 * x) • (!![0, 1; 0, 0] : Matrix (Fin 2) (Fin 2) ℂ)
        + Real.exp (-2 * x) • (!![0, 0; 1, 0] : Matrix (Fin 2) (Fin 2) ℂ)) ∧
    (Real.exp (2 * 0) • (!![0, 1; 0, 0] : Matrix (Fin 2) (Fin 2) ℂ)
        + Real.exp (-2 * 0) • (!![0, 0; 1, 0] : Matrix (Fin 2) (Fin 2) ℂ)) ^ 2 = 1 := by
  constructor
  · intro x
    have he : ∀ c : ℝ, HasDerivAt (fun y : ℝ => Real.exp (c * y)) (Real.exp (c * x) * c) x :=
      fun c => (((hasDerivAt_id x).const_mul c).exp).congr_deriv (by simp)
    refine (((he 2).smul_const _).fun_add ((he (-2)).smul_const _)).congr_deriv ?_
    ext i j
    fin_cases i <;> fin_cases j <;>
      simp <;> ring
  · ext i j
    fin_cases i <;> fin_cases j <;>
      simp [pow_two, Matrix.mul_apply, Fin.sum_univ_succ]
```

## Loss of normalisation at a singular point

The proof uses the continuity of \(M\) only to bound it on finite segments. Without such a bound the normalisation can be lost, as an algebraic \(2\times2\) example shows, where \(M\) diverges at the origin. Its \(g\) has trace 2, so it is not a physical \(2\times2\) Nambu propagator, which is traceless. For a traceless \(2\times2\) solution \(g^2=\tfrac12\operatorname{tr}(g^2)\,1\), and this trace is constant even when \(M\) is discontinuous. The example is

\[
M(x)=\begin{pmatrix}2/x&0\\0&0\end{pmatrix}\ (x\ne0),\qquad M(0)=0,\qquad
g(x)=\begin{pmatrix}1&x^2\\0&1\end{pmatrix}.
\]

```lean
/-- A matrix function that diverges as `2/x` in one diagonal entry and is set to zero at `x = 0`. -/
def singularM (x : ℝ) : Matrix (Fin 2) (Fin 2) ℂ :=
  (if x = 0 then 0 else 2 / x : ℝ) • !![1, 0; 0, 0]

/-- The non-Hermitian propagator with unit diagonal and upper off-diagonal entry `x²`. -/
def singularG (x : ℝ) : Matrix (Fin 2) (Fin 2) ℂ :=
  1 + (x ^ 2) • !![0, 1; 0, 0]

/-- The explicit matrix form of `singularG`. -/
theorem singularG_eq (x : ℝ) : singularG x = !![1, (x : ℂ) ^ 2; 0, 1] := by
  ext i j
  fin_cases i <;> fin_cases j <;> simp [singularG]
```

The only non-zero entry of the commutator is \((2/x)\,x^2=2x\), which is the derivative of \(x^2\); at \(x=0\) both sides vanish. The square of \(g\) has upper off-diagonal entry \(2x^2\), so \(g(0)^2=1\) while \(g(1)^2\neq1\). In the proof, `key` computes the commutator, and the last part reads off the entry that differs.

```lean
/-- Without continuity of `M` the normalisation can be lost: `singularG` is transported by
`singularM` and squares to one at `x = 0`, but not at `x = 1`. -/
theorem normalisation_lost_at_singularity :
    IsTransported singularM singularG ∧ singularG 0 ^ 2 = 1 ∧ singularG 1 ^ 2 ≠ 1 := by
  refine ⟨?_, by simp [singularG], ?_⟩
  · intro x
    have key : singularM x * singularG x - singularG x * singularM x
        = ((if x = 0 then 0 else 2 / x : ℝ) * x ^ 2) •
          (!![0, 1; 0, 0] : Matrix (Fin 2) (Fin 2) ℂ) := by
      rw [singularG_eq]
      unfold singularM
      generalize (if x = 0 then 0 else 2 / x : ℝ) = s
      ext i j
      fin_cases i <;> fin_cases j <;>
        simp
    rw [key]
    refine (((hasDerivAt_pow 2 x).smul_const _).const_add 1).congr_deriv ?_
    congr 1
    split_ifs with h
    · simp [h]
    · rw [show 2 / x * x ^ 2 = 2 * x by field_simp]
      norm_num
  · intro h
    rw [singularG_eq] at h
    have h01 := congrFun (congrFun h 0) 1
    norm_num [pow_two, Matrix.mul_apply, Fin.sum_univ_succ] at h01
```

A step in the gap also lies beyond the theorem, although \(M\) stays bounded there: \(M\) is not continuous, and \(g'\) would in general have to jump, which the derivative of a function differentiable at every \(x\) cannot do. A different model would take \(M\) locally integrable and \(g\) absolutely continuous, with the transport equation required at almost every \(x\). That would admit jumps of the gap and still exclude the \(2/x\) singularity, at the price of an integral form of Grönwall's inequality.

## The scalar equations for G, F and F̃

For a single trajectory with velocity \(v\neq0\), Matsubara frequency \(\omega\) (a real number, standing for the imaginary energy \(i\omega\)) and complex gap \(\Delta(x)\), with \(\hbar=1\) and neither a vector potential nor an impurity self-energy, the equations for the normal amplitude \(G\) and the anomalous amplitudes \(F\) and \(\tilde F\) read

\[
vG'=\Delta^*F-\Delta\tilde F,\quad
vF'=2\Delta G-2\omega F,\quad
v\tilde F'=2\omega\tilde F-2\Delta^*G .
\]

Here the prime is a derivative. In the code, `F'` is the name of the second anomalous amplitude \(\tilde F\), and the derivatives are `dG`, `dF` and `dF'`. These are the entries of the matrix equation for

\[
g=\begin{pmatrix}G&F\\ \tilde F&-G\end{pmatrix},\qquad
M=-\frac1v\begin{pmatrix}\omega&\Delta\\ \Delta^*&-\omega\end{pmatrix},
\]

and \(g^2=(G^2+F\tilde F)\,1\). In this form the conservation law follows directly:

\[
v\,(G^2+F\tilde F)' = 2G(\Delta^*F-\Delta\tilde F)+\tilde F(2\Delta G-2\omega F)+F(2\omega\tilde F-2\Delta^*G)=0 .
\]

No Grönwall estimate enters, so continuity of \(\Delta\) is not a separate hypothesis. The three derivatives must still exist at every \(x\), which rules out a step of \(\Delta\) at a point where \(G\neq0\), because the derivative of \(F\) would have to jump there. The `linear_combination` line is this sum, with the weights \(2G\), \(\tilde F\) and \(F\), after multiplication by \(v\).

```lean
/-- The scalar Eilenberger equations for the normal amplitude `G` and the anomalous amplitudes
`F`, `F'`, with velocity `v`, frequency `ω` and gap `Δ(x)`, preserve `G² + F F' = 1`. -/
theorem scalar_normalisation {v ω : ℝ} (hv : v ≠ 0) {Δ G F F' dG dF dF' : ℝ → ℂ}
    (hG : ∀ x, HasDerivAt G (dG x) x) (hF : ∀ x, HasDerivAt F (dF x) x)
    (hF' : ∀ x, HasDerivAt F' (dF' x) x)
    (eG : ∀ x, v * dG x = conj (Δ x) * F x - Δ x * F' x)
    (eF : ∀ x, v * dF x = 2 * Δ x * G x - 2 * ω * F x)
    (eF' : ∀ x, v * dF' x = 2 * ω * F' x - 2 * conj (Δ x) * G x)
    {x₀ : ℝ} (h0 : G x₀ * G x₀ + F x₀ * F' x₀ = 1) (x : ℝ) :
    G x * G x + F x * F' x = 1 := by
  have hd : ∀ y, HasDerivAt (fun z => G z * G z + F z * F' z) 0 y := by
    intro y
    refine (((hG y).fun_mul (hG y)).fun_add ((hF y).fun_mul (hF' y))).congr_deriv ?_
    -- the velocity is non-zero, so it can be cancelled
    have hvc : (v : ℂ) ≠ 0 := Complex.ofReal_ne_zero.mpr hv
    apply mul_left_cancel₀ hvc
    linear_combination 2 * G y * eG y + F' y * eF y + F y * eF' y
  exact (is_const_of_deriv_eq_zero (fun y => (hd y).differentiableAt)
    (fun y => (hd y).deriv) x x₀).trans h0

end

end EilenbergerNormalisation
```

```lean
#print axioms EilenbergerNormalisation.eilenberger_normalisation
-- 'EilenbergerNormalisation.eilenberger_normalisation' depends on axioms: [propext, Classical.choice, Quot.sound]
#print axioms EilenbergerNormalisation.normalisation_lost_at_singularity
-- 'EilenbergerNormalisation.normalisation_lost_at_singularity' depends on axioms: [propext, Classical.choice, Quot.sound]
#print axioms EilenbergerNormalisation.scalar_normalisation
-- 'EilenbergerNormalisation.scalar_normalisation' depends on axioms: [propext, Classical.choice, Quot.sound]
```
